# Isolated cation vacancies can satisfy electron counting on an n × n cation-terminated III-V (111) cell exactly when n is even

## Why does my 3 × 3 GaAs(111)A cell never come out even?

I am building a slab with a Ga-terminated GaAs(111) surface. With one Ga vacancy in a 2 × 2 cell, the dangling-bond electrons fill the As dangling orbitals exactly. I wanted a 3 × 3 cell instead, but two vacancies leave electrons over and three leave too few. I have moved the vacancies around without any change. Am I placing them badly, or is the cell itself the problem?

## The cell is the problem: the count closes only at one vacancy per four cation sites

An $n\times n$ cation-terminated III-V (111) cell, $n\ge 1$, can be balanced by isolated cation vacancies if and only if $n$ is even. Balance means that the dangling-bond electrons exactly fill the anion dangling orbitals, and it holds precisely when the number of vacancies $v$ satisfies $4v=n^2$. For $n=3$ you would need $v=9/4$, so no placement can help.

### Counting electrons and orbitals

Each atom in the zincblende structure shares its valence electrons among four bonds. A group-III cation therefore puts $3/4$ electron into each bond, and a group-V anion puts in $5/4$. Together they make the usual pair.

On the ideal surface every top-layer cation has one dangling bond, pointing outwards, and three bonds to anions in the layer below. Removing a cation removes its dangling bond and leaves three anion orbitals without a partner. With $v$ vacancies the cell has

- $n^2-v$ cation dangling bonds, with $3/4$ electron each;
- $3v$ anion dangling bonds, with $5/4$ electron each.

The electron counting rule asks for two electrons in every anion dangling orbital and none in the cation ones, because the anion orbitals lie lower in energy. The demand is therefore $2(3v)=6v$.

The same calculation works for any zincblende compound with cation valence $z$ and anion valence $8-z$. Here $z$ is the number of valence electrons, not the nuclear charge. Supply minus demand is

$$
\frac z4(n^2-v)+\frac{8-z}{4}\,3v-6v
=\frac z4 n^2-\frac z4 v+6v-\frac{3z}{4}v-6v
=\frac z4\,(n^2-4v).
$$

For $z\neq0$ this vanishes exactly when $4v=n^2$. Then $n^2$ is even, and so is $n$, since the square of an odd number is odd. Conversely, if $n=2m$, then $v=m^2$ gives the right number.

### Placing the vacancies

A correct number is not yet an arrangement. Label the surface cations by integer coordinates modulo $n$, along two lattice vectors at $60^\circ$. The anion labelled $a$ is bonded to the cations at $a$, $a+(1,0)$ and $a+(0,1)$. Vacancies are isolated if no anion loses more than one bond.

For even $n$, remove the cations whose two coordinates are both even. Parity makes sense modulo $n$ because $n$ is even. Now take the block

$$a,\quad a+(1,0),\quad a+(0,1),\quad a+(1,1).$$

Its four sites show each of the four possible parity pairs once, so exactly one of them is vacant. The anion $a$ is bonded to three of these sites and hence loses at most one bond. This proves isolation.

The same observation gives the number of vacancies. Sum "one vacancy per block" over all $n^2$ choices of $a$. Each vacancy is counted four times, once for each position in a block, so $4v=n^2$.

### Your cell in numbers

| Cell | $v$ | Supply | Demand | Difference |
|---|---:|---:|---:|---:|
| 2 × 2 | 1 | $9/4+15/4=6$ | 6 | 0 |
| 3 × 3 | 2 | $21/4+30/4=51/4$ | 12 | $+3/4$ |
| 3 × 3 | 3 | $18/4+45/4=63/4$ | 18 | $-9/4$ |
| 4 × 4 | 4 | $9+15=24$ | 24 | 0 |

The two 3 × 3 rows are the excess and the shortage that you found. Within this model of vacancies only and neutral $n\times n$ cells, the next size after 2 × 2 that can balance is 4 × 4. The count covers the cation-terminated face alone. The opposite face of your slab has its own dangling bonds and must be treated separately; As dangling bonds there, with $5/4$ electron each, can be capped by pseudo-hydrogen atoms that bring the missing $3/4$.

### The Lean file

```lean
import Mathlib

open Finset

namespace PolarSurfaceVacancies

/-- Cation sites of the periodic n by n (111) surface cell, in lattice coordinates. -/
abbrev Site (n : ℕ) := ZMod n × ZMod n

variable {n : ℕ} [NeZero n]

/-- Number of bonds that the anion labelled `a` loses when the cations in `V` are removed.
The anion is bonded to the surface cations at `a`, `a + (1,0)` and `a + (0,1)`. -/
def brokenBonds (V : Finset (Site n)) (a : Site n) : ℕ :=
  (if a ∈ V then 1 else 0) + (if a + (1, 0) ∈ V then 1 else 0)
    + (if a + (0, 1) ∈ V then 1 else 0)

/-- Vacancies are isolated when no anion loses more than one bond. -/
def Isolated (V : Finset (Site n)) : Prop := ∀ a, brokenBonds V a ≤ 1

/-- Dangling-bond electrons for cation valence `z` and anion valence `8 - z`: each remaining
surface cation brings `z/4`, each broken anion bond `(8 - z)/4`. -/
def supply (z : ℚ) (V : Finset (Site n)) : ℚ :=
  z / 4 * (Vᶜ.card : ℚ) + (8 - z) / 4 * ((∑ a, brokenBonds V a : ℕ) : ℚ)

/-- Electrons needed to put two into every anion dangling orbital. -/
def demand (V : Finset (Site n)) : ℚ := 2 * ((∑ a, brokenBonds V a : ℕ) : ℚ)

/-- In the periodic cell, the number of sites whose translate by `s` is vacant equals the
number of vacancies. -/
theorem sum_shift (V : Finset (Site n)) (s : Site n) :
    ∑ a : Site n, (if a + s ∈ V then 1 else 0) = V.card := by
  calc ∑ a : Site n, (if a + s ∈ V then 1 else 0)
      = ∑ b : Site n, (if b ∈ V then 1 else 0) :=
        Equiv.sum_comp (Equiv.addRight s) (fun b : Site n => if b ∈ V then 1 else 0)
    _ = V.card := by simp

/-- Each cation vacancy breaks three anion bonds. -/
theorem sum_brokenBonds (V : Finset (Site n)) :
    ∑ a, brokenBonds V a = 3 * V.card := by
  have h0 : ∑ a : Site n, (if a ∈ V then 1 else 0) = V.card := by simp
  simp only [brokenBonds, Finset.sum_add_distrib]
  rw [h0, sum_shift, sum_shift]
  ring

/-- The electron count in terms of the cell size and the number of vacancies. -/
theorem supply_eq (z : ℚ) (V : Finset (Site n)) :
    supply z V = z / 4 * ((n : ℚ) ^ 2 - V.card) + (8 - z) / 4 * (3 * V.card) := by
  have hc : Fintype.card (Site n) = n * n := by simp [ZMod.card]
  have h := Finset.card_add_card_compl V
  rw [hc] at h
  have hq : (V.card : ℚ) + (Vᶜ.card : ℚ) = (n : ℚ) * n := by exact_mod_cast h
  have hv : (Vᶜ.card : ℚ) = (n : ℚ) ^ 2 - V.card := by linarith
  rw [supply, sum_brokenBonds, hv]
  push_cast
  ring

/-- The surplus of electrons over the demand is `z / 4 * (n ^ 2 - 4 * v)`, where `v` is the number
of vacancies. -/
theorem surplus_eq (z : ℚ) (V : Finset (Site n)) :
    supply z V - demand V = z / 4 * ((n : ℚ) ^ 2 - 4 * V.card) := by
  rw [supply_eq, demand, sum_brokenBonds]
  push_cast
  ring

/-- For nonzero cation valence, the electrons exactly fill the anion dangling orbitals
if and only if one quarter of the surface cations is missing. -/
theorem balanced_iff {z : ℚ} (hz : z ≠ 0) (V : Finset (Site n)) :
    supply z V = demand V ↔ 4 * V.card = n ^ 2 := by
  have e := surplus_eq z V
  constructor
  · intro hb
    rw [hb, sub_self] at e
    have h0 : (n : ℚ) ^ 2 - 4 * V.card = 0 :=
      (mul_eq_zero.mp e.symm).resolve_left (div_ne_zero hz (by norm_num))
    have h1 : 4 * (V.card : ℚ) = (n : ℚ) ^ 2 := by linarith
    exact_mod_cast h1
  · intro h
    have h1 : 4 * (V.card : ℚ) = (n : ℚ) ^ 2 := by exact_mod_cast h
    rw [← h1, sub_self, mul_zero] at e
    linarith

/-- The 2 by 2 vacancy array in a cell of even size: the cations with both coordinates even
are removed. -/
def vacancyArray (h : 2 ∣ n) : Finset (Site n) :=
  Finset.univ.filter fun a =>
    ZMod.castHom h (ZMod 2) a.1 = 0 ∧ ZMod.castHom h (ZMod 2) a.2 = 0

/-- Every 2 by 2 block of surface sites contains exactly one vacancy of the array: either one
of the three neighbours of the anion `a`, or the fourth corner `a + (1,1)`. -/
theorem one_vacancy_per_block (h : 2 ∣ n) (a : Site n) :
    brokenBonds (vacancyArray h) a
      + (if a + (1, 1) ∈ vacancyArray h then 1 else 0) = 1 := by
  simp only [brokenBonds, vacancyArray, Finset.mem_filter, Finset.mem_univ, true_and,
    Prod.fst_add, Prod.snd_add, map_add, map_one, map_zero]
  -- only the parities of the two coordinates matter
  generalize ZMod.castHom h (ZMod 2) a.1 = p
  generalize ZMod.castHom h (ZMod 2) a.2 = q
  revert p q
  decide

/-- The 2 by 2 vacancy array is isolated and removes one quarter of the surface cations. -/
theorem vacancyArray_spec (h : 2 ∣ n) :
    Isolated (vacancyArray h) ∧ 4 * (vacancyArray h).card = n ^ 2 := by
  constructor
  · intro a
    have := one_vacancy_per_block h a
    omega
  · -- sum the block identity over the whole cell
    have hs := Finset.sum_congr (rfl : (Finset.univ : Finset (Site n)) = Finset.univ)
      (fun a _ => one_vacancy_per_block h a)
    have hc : ∑ _a : Site n, (1 : ℕ) = n * n := by simp [ZMod.card]
    rw [Finset.sum_add_distrib, sum_brokenBonds, sum_shift, hc] at hs
    linarith

/-- For nonzero cation valence, an n by n cation-terminated (111) cell admits isolated
vacancies whose electrons exactly fill the anion dangling orbitals if and only if n is even. -/
theorem exists_isolated_balanced_iff_even {z : ℚ} (hz : z ≠ 0) :
    (∃ V : Finset (Site n), Isolated V ∧ supply z V = demand V) ↔ Even n := by
  constructor
  · rintro ⟨V, -, hb⟩
    have h := (balanced_iff hz V).mp hb
    have he : Even (n ^ 2) := ⟨2 * V.card, by linarith⟩
    exact (Nat.even_pow.mp he).1
  · intro he
    have hs := vacancyArray_spec he.two_dvd
    exact ⟨vacancyArray he.two_dvd, hs.1, (balanced_iff hz _).mpr hs.2⟩

/-- The III-V count: with 3/4 electron per cation and 5/4 per anion dangling bond, some natural
number v of vacancies, each exposing three anion bonds, balances the cell iff n is even. -/
theorem III_V_count_iff_even (n : ℕ) :
    (∃ v : ℕ, 3 / 4 * ((n : ℚ) ^ 2 - v) + 5 / 4 * (3 * v) = 2 * (3 * v)) ↔ Even n := by
  constructor
  · rintro ⟨v, hv⟩
    have h1 : 4 * (v : ℚ) = (n : ℚ) ^ 2 := by linarith
    have h2 : 4 * v = n ^ 2 := by exact_mod_cast h1
    have he : Even (n ^ 2) := ⟨2 * v, by linarith⟩
    exact (Nat.even_pow.mp he).1
  · rintro ⟨m, rfl⟩
    refine ⟨m ^ 2, ?_⟩
    push_cast
    ring

end PolarSurfaceVacancies
```

```lean
#print axioms PolarSurfaceVacancies.exists_isolated_balanced_iff_even
-- 'PolarSurfaceVacancies.exists_isolated_balanced_iff_even' depends on axioms: [propext, Classical.choice, Quot.sound]
#print axioms PolarSurfaceVacancies.III_V_count_iff_even
-- 'PolarSurfaceVacancies.III_V_count_iff_even' depends on axioms: [propext, Classical.choice, Quot.sound]
```

### What the Lean statements say about the surface

`Site n` is `ZMod n × ZMod n`, the periodic set of surface cation positions. The same labels serve for the anions of the layer below. The assumption `[NeZero n]` means $n\ge1$ and keeps the cell finite. At $n=1$ the three bonds of an anion lead to periodic images of a single cation, and the count still treats them as three bonds.

A finite set `V` of sites represents the vacancies, and `V.card` is $v$. The function `brokenBonds V a` counts how many of the three upward bonds of anion `a` end at a vacancy. `supply z V` adds $z/4$ for each cation that remains, which is what the complement `Vᶜ` counts, and $(8-z)/4$ for each broken anion bond. `demand V` is twice the number of broken bonds. Both are rational numbers, so the quarters are represented exactly.

The word `Isolated` is a weaker condition here than in defect physics. It says that no two vacancies take bonds from the same anion, where periodic images count as separate vacancies (this matters only at $n=1$). It does not mean the dilute limit, and it says nothing about elastic or electrostatic interaction between vacancies.

The main theorem, `exists_isolated_balanced_iff_even`, says that for every rational $z\ne0$ an isolated set `V` with `supply z V = demand V` exists if and only if $n$ is even. Your III-V surface is the case $z=3$. The theorem `balanced_iff` gives the sharper criterion $4v=n^2$ for any set of vacancies, isolated or not, so clustering the vacancies does not rescue an odd cell either.

The last theorem, `III_V_count_iff_even`, contains only the arithmetic with $3/4$ and $5/4$. It asks for a natural number $v$ and involves no lattice. It also admits $n=0$, where $v=0$ balances trivially.

The condition $z\ne0$ says that the cation has valence electrons to contribute. Without it the equivalence fails: take $z=0$, $n=1$ and no vacancies. Supply and demand are then both zero and the empty set is isolated, yet $1$ is odd.

The step from this model to a real surface is the electron counting rule itself. The definitions encode the rule, but whether a balanced surface really has filled anion states, empty cation states and a gap between them depends on the orbital energies, and whether it is the stable reconstruction depends on total energies. The model also leaves out adatoms, a net charge and surface cells of other shapes, any of which can change the balance.

### From bond counting to the parity theorem

**Three broken bonds per vacancy.** `sum_shift` says that shifting all sites by a fixed vector does not change the number of vacant ones. In Lean this is a change of summation variable along the bijection `Equiv.addRight s`. `sum_brokenBonds` splits the number of broken bonds into three sums, one for each bond direction. Each of them equals $v$, so the total is $3v$.

**The surplus.** `supply_eq` uses the fact that vacancies and remaining cations together make up $n^2$ sites, and so replaces the number of remaining cations by $n^2-v$. `surplus_eq` subtracts the demand, and `ring` carries out the algebra displayed above, ending with $\frac z4(n^2-4v)$.

**The balance criterion.** In `balanced_iff`, equal supply and demand make this product zero. Since $z/4$ is not zero, the other factor must be. The resulting equation between rational numbers is then carried back to natural numbers by `exact_mod_cast`. In the other direction, $4v=n^2$ makes the surplus vanish.

**The 2 × 2 array.** `vacancyArray` selects the sites whose coordinates both reduce to zero modulo 2. The reduction map `ZMod.castHom h (ZMod 2)` requires the proof `h` that 2 divides $n$, which is where the even cell size enters the construction. In `one_vacancy_per_block`, the two parities of $a$ are replaced by arbitrary elements `p` and `q` of `ZMod 2`. Only four cases remain, and `decide` checks them all.

`vacancyArray_spec` draws both consequences. If the number of bonds lost by an anion plus a nonnegative number equals one, then the anion has lost at most one bond; `omega` supplies this inequality. Summing the block identity over the cell gives $3v+v=n^2$, where the first term comes from `sum_brokenBonds` and the second from `sum_shift` with the vector $(1,1)$.

**The equivalence.** For the forward direction of `exists_isolated_balanced_iff_even`, balance gives $4v=n^2$. This exhibits $n^2$ as twice $2v$, and `Nat.even_pow` passes from an even square to an even $n$. The isolation hypothesis is not used in this half. For the converse, the 2 × 2 array is the required set: `vacancyArray_spec` supplies its isolation and its size, and `balanced_iff` turns the size into electron balance.

`III_V_count_iff_even` follows the same parity argument directly from the numerical equation. For the converse it writes $n$ as $m+m$ and takes $v=m^2$.
